# Up to a phase, k(n−k) adjacent Givens rotations suffice to prepare a Slater determinant of k orbitals in a basis of n

## Gates that leave the state unchanged

A quantum computer is to prepare a Slater determinant whose $k$ occupied orbitals are given in a basis of $n$. If the orbitals are completed to an $n\times n$ unitary and all of it is compiled, standard elimination takes up to $n(n-1)/2$ Givens rotations, besides phases on single orbitals. The circuit starts from the determinant in which the first $k$ basis orbitals are occupied. In a suitable order, its first gates only mix occupied orbitals among themselves or virtual orbitals among themselves, and these change the starting determinant by at most a phase. For $n=20$ and $k=5$ the count is 190, where 75 suffice.

The result applies to Hartree–Fock reference states and other single Slater determinants in a finite orthonormal basis. Orbital rotations turn determinants into determinants, so a state that is not a single determinant needs gates of another kind.

## Orbitals, rotations and the claim

Let $d=n-k$ be the number of virtual orbitals. Row $i$ of the $k\times n$ matrix $Q$ holds the coefficients of occupied orbital $i$, so orthonormality reads $QQ^\dagger=1$. Orbitals are spin orbitals, each holding at most one electron, and are numbered from 0. A rotation $R(s)$ acts on neighbours $p$ and $q=p+1$ by

$$\begin{pmatrix} c & -\bar s\\ s & c\end{pmatrix},\qquad c\in\mathbb R,\quad s\in\mathbb C,\quad c^2+|s|^2=1 .$$

The claim is that $Q=V\,[I\;0]\,G$, with $V$ a $k\times k$ unitary and $G$ a product of at most $kd$ such rotations.

## Emptying the virtual columns

**One rotation.** Multiplying the blocks gives $R(s)R(-s)=1$, and $R(-s)=R(s)^\dagger$, so $R(s)$ is unitary. For given $x,y$ we can solve $cx+\bar s y=0$. If $y=0$, take $c=0$, $s=1$. Otherwise put $t=-x/y$, $c=1/\sqrt{1+|t|^2}$ and $s=c\bar t$; then $c^2+|s|^2=c^2(1+|t|^2)=1$ and $cx+\bar sy=c(x+ty)=0$.

**One column.** Let $m\ge k$ be the last column of $Q$ not yet emptied. Columns $m-k,\dots,m$ give $k$ linear equations in $k+1$ unknowns, so some $u\neq0$ supported there satisfies $Qu=0$. Let $p$ be the first orbital of this window, and choose $c,s$ for $x=u_p$, $y=u_q$. Then

$$0=Qu=\bigl(Q\,R(s)\bigr)\bigl(R(-s)\,u\bigr),$$

and component $p$ of $R(-s)u$ is $cu_p+\bar su_q=0$. The new matrix annihilates a nonzero vector with a window shorter by one, and its columns beyond $m$ are still zero. After $k$ rotations the vector lives on orbital $m$ alone. Its product with the matrix is column $m$ times a nonzero number, so column $m$ vanishes.

**All columns.** Repeating this for $m=n-1,\dots,k$ costs at most $kd$ rotations. What remains is supported on the first $k$ columns, hence equals $V[I\;0]$. Undoing the rotations gives $Q=V[I\;0]G$.

**Unitarity and phase.** Since $GG^\dagger=1$ and $[I\;0][I\;0]^\dagger=1$, we get $1=QQ^\dagger=VV^\dagger$. The amplitude of a configuration $S$ is the minor of $Q$ on the columns $S$, so

$$\det Q_S=\det V\,\det\bigl([I\;0]G\bigr)_S,\qquad |\det V|=1 .$$

The circuit can therefore omit $V$.

## The statement in Lean

`slater_preparation` takes `Q` with `k + d` columns and the hypothesis `Q * Qᴴ = 1`. It returns a unitary `V` and a list `L` of at most `k * d` matrices satisfying `IsGate`, with `Q = V * occupied k d * L.prod`. Here `occupied k d` is $[I\;0]$ and `L.prod` is the $G$ above; in the code the letter `G` denotes a single gate. Because orbitals are rows, the leftmost gate acts first on $[I\;0]$. The cases $k=0$ and $d=0$ are allowed and need no gates.

`orthonormal_of_preparation` is the converse: a unitary `V` and any list of gates yield orthonormal rows. `amplitudes_up_to_phase` provides one phase `z` and one gate list that serve every configuration `S`.

The step from this model to a device is the lift of each orbital rotation to a particle-conserving gate on Fock space; in the Jordan–Wigner encoding, adjacent orbitals give a two-qubit gate. The theorems bound the number of rotations from above and say nothing about circuit depth or minimality.

```lean
import Mathlib

open Matrix ComplexConjugate

namespace SlaterGivens

noncomputable section

/-- The two-orbital matrix with block `[[c, -conj s], [s, c]]` on distinct orbitals `p`, `q`,
and the identity on all other orbitals. -/
def givens {n : ℕ} (p q : Fin n) (c : ℝ) (s : ℂ) : Matrix (Fin n) (Fin n) ℂ := fun i j =>
  if i = p then (if j = p then (c : ℂ) else if j = q then -conj s else 0)
  else if i = q then (if j = p then s else if j = q then (c : ℂ) else 0)
  else if i = j then 1 else 0

/-- A gate is a complex Givens rotation of two adjacent orbitals, with `c² + |s|² = 1`. -/
def IsGate {n : ℕ} (G : Matrix (Fin n) (Fin n) ℂ) : Prop :=
  ∃ (p q : Fin n) (c : ℝ) (s : ℂ),
    q.val = p.val + 1 ∧ c ^ 2 + ‖s‖ ^ 2 = 1 ∧ G = givens p q c s

/-- The matrix `[I 0]`: the first `k` of `k + d` orbitals are occupied. -/
def occupied (k d : ℕ) : Matrix (Fin k) (Fin (k + d)) ℂ := fun i j =>
  if j = Fin.castAdd d i then 1 else 0

/-- The amplitude of the configuration `S` in the Slater determinant built from the rows
of `Q`: the minor of `Q` on the columns listed by `S`. -/
def amplitude {k n : ℕ} (Q : Matrix (Fin k) (Fin n) ℂ) (S : Fin k → Fin n) : ℂ :=
  (Q.submatrix id S).det

/-- A Givens matrix on two distinct orbitals mixes these two components of a vector and
leaves the others alone. -/
theorem givens_mulVec {n : ℕ} {p q : Fin n} (hpq : p ≠ q) (c : ℝ) (s : ℂ) (u : Fin n → ℂ) :
    givens p q c s *ᵥ u = fun i => if i = p then c * u p - conj s * u q
      else if i = q then s * u p + c * u q else u i := by
  funext i
  simp only [Matrix.mulVec, dotProduct]
  by_cases hp : i = p
  · refine (Fintype.sum_eq_add p q hpq ?_).trans ?_
    · intro x hx
      simp [givens, hp, hx.1, hx.2]
    · simp [givens, hp, hpq.symm, sub_eq_add_neg]
  · by_cases hq : i = q
    · refine (Fintype.sum_eq_add p q hpq ?_).trans ?_
      · intro x hx
        simp [givens, hq, hpq.symm, hx.1, hx.2]
      · simp [givens, hq, hpq.symm]
    · simp [givens, hp, hq]

/-- For distinct orbitals and `c² + |s|² = 1`, reversing the sign of `s` undoes the rotation. -/
theorem givens_mul_neg {n : ℕ} {p q : Fin n} (hpq : p ≠ q) {c : ℝ} {s : ℂ}
    (h : c ^ 2 + ‖s‖ ^ 2 = 1) : givens p q c s * givens p q c (-s) = 1 := by
  have hc : (c : ℂ) ^ 2 + conj s * s = 1 := by
    rw [Complex.conj_mul']
    exact_mod_cast h
  refine Matrix.ext_of_mulVec_single fun j => ?_
  generalize (Pi.single j 1 : Fin n → ℂ) = u
  rw [← Matrix.mulVec_mulVec, Matrix.one_mulVec, givens_mulVec hpq, givens_mulVec hpq]
  funext i
  by_cases hp : i = p
  · simp only [hp, hpq.symm, map_neg, if_true, if_false]
    linear_combination (u p) * hc
  · by_cases hq : i = q
    · simp only [hq, hpq.symm, map_neg, if_true, if_false]
      linear_combination (u q) * hc
    · simp only [hp, hq, if_false]

/-- Every gate is unitary. -/
theorem IsGate.unitary {n : ℕ} {G : Matrix (Fin n) (Fin n) ℂ} (hG : IsGate G) :
    G ∈ unitaryGroup (Fin n) ℂ := by
  obtain ⟨p, q, c, s, hq, h, rfl⟩ := hG
  have hpq : p ≠ q := by
    rintro rfl
    omega
  have hstar : (givens p q c s)ᴴ = givens p q c (-s) := by
    ext i j
    rw [conjTranspose_apply]
    by_cases h1 : i = p
    · by_cases h3 : j = p
      · simp [givens, h1, h3]
      · by_cases h4 : j = q <;> simp [givens, h1, h3, h4, hpq.symm]
    · by_cases h2 : i = q
      · by_cases h3 : j = p
        · simp [givens, h2, h3, hpq.symm]
        · by_cases h4 : j = q <;> simp [givens, h2, h3, h4, hpq.symm]
      · by_cases h5 : i = j
        · rw [← h5]
          simp [givens, h1, h2]
        · simp [givens, h1, h2, h5, Ne.symm h5]
  rw [mem_unitaryGroup_iff, star_eq_conjTranspose, hstar, givens_mul_neg hpq h]

/-- For any two complex components there is a normalised rotation that annihilates the first. -/
theorem exists_angle (x y : ℂ) :
    ∃ (c : ℝ) (s : ℂ), c ^ 2 + ‖s‖ ^ 2 = 1 ∧ c * x + conj s * y = 0 := by
  by_cases hy : y = 0
  · exact ⟨0, 1, by simp, by simp [hy]⟩
  obtain ⟨t, ht⟩ : ∃ t : ℂ, x + t * y = 0 :=
    ⟨-x / y, by rw [div_mul_cancel₀ _ hy]; ring⟩
  have hpos : 0 < 1 + ‖t‖ ^ 2 := by positivity
  obtain ⟨c, hc⟩ : ∃ c : ℝ, c ^ 2 * (1 + ‖t‖ ^ 2) = 1 :=
    ⟨(√(1 + ‖t‖ ^ 2))⁻¹, by
      rw [inv_pow, Real.sq_sqrt hpos.le]
      exact inv_mul_cancel₀ hpos.ne'⟩
  refine ⟨c, c * conj t, ?_, ?_⟩
  · rw [norm_mul, mul_pow, Complex.norm_real, Real.norm_eq_abs, sq_abs, RCLike.norm_conj]
    linear_combination hc
  · rw [map_mul, Complex.conj_ofReal, Complex.conj_conj]
    linear_combination (c : ℂ) * ht

/-- Let the columns of `Q` beyond `m` vanish, and let `Q` annihilate a nonzero vector supported
on the orbitals `m - r, …, m`. Then at most `r` gates empty column `m` as well. -/
theorem clear_column {k n : ℕ} (m : Fin n) (r : ℕ) :
    ∀ (Q : Matrix (Fin k) (Fin n) ℂ) (u : Fin n → ℂ), u ≠ 0 → Q *ᵥ u = 0 →
      (∀ j, u j ≠ 0 → j.val ≤ m.val ∧ m.val ≤ j.val + r) →
      (∀ j : Fin n, m.val < j.val → ∀ i, Q i j = 0) →
      ∃ (A : Matrix (Fin k) (Fin n) ℂ) (L : List (Matrix (Fin n) (Fin n) ℂ)),
        L.length ≤ r ∧ (∀ G ∈ L, IsGate G) ∧ Q = A * L.prod ∧
        ∀ j : Fin n, m.val ≤ j.val → ∀ i, A i j = 0 := by
  induction r with
  | zero =>
    intro Q u hu hQ hs hz
    have hu0 : ∀ j, j ≠ m → u j = 0 := by
      intro j hj
      by_contra h
      have := hs j h
      exact hj (Fin.ext (by omega))
    have hum : u m ≠ 0 := by
      intro h
      apply hu
      funext j
      by_cases hj : j = m
      · rw [hj, h, Pi.zero_apply]
      · rw [hu0 j hj, Pi.zero_apply]
    refine ⟨Q, [], by simp, by simp, by simp, fun j hj i => ?_⟩
    by_cases hjm : j = m
    · have e : (Q *ᵥ u) i = Q i m * u m := by
        simp only [Matrix.mulVec, dotProduct]
        refine Finset.sum_eq_single m ?_ ?_
        · intro l _ hl
          simp [hu0 l hl]
        · simp
      rw [hQ, Pi.zero_apply] at e
      rw [hjm]
      exact (mul_eq_zero.mp e.symm).resolve_right hum
    · have : j.val ≠ m.val := fun e => hjm (Fin.ext e)
      exact hz j (by omega) i
  | succ r ih =>
    intro Q u hu hQ hs hz
    by_cases hrm : r + 1 ≤ m.val
    · have hmn := m.isLt
      obtain ⟨p, hp⟩ : ∃ p : Fin n, p.val + (r + 1) = m.val :=
        ⟨⟨m.val - (r + 1), by omega⟩, Nat.sub_add_cancel hrm⟩
      obtain ⟨q, hq⟩ : ∃ q : Fin n, q.val + r = m.val :=
        ⟨⟨m.val - r, by omega⟩, Nat.sub_add_cancel (by omega)⟩
      have hpq : p ≠ q := by
        rintro rfl
        omega
      -- rotate the first component of the null vector away
      obtain ⟨c, s, hcs, h0⟩ := exists_angle (u p) (u q)
      have hGH := givens_mul_neg hpq hcs
      obtain ⟨A, L, hL, hg, hA, hAz⟩ :=
        ih (Q * givens p q c s) (givens p q c (-s) *ᵥ u) (by
          intro e
          apply hu
          calc u = (givens p q c s * givens p q c (-s)) *ᵥ u := by rw [hGH, Matrix.one_mulVec]
            _ = 0 := by rw [← Matrix.mulVec_mulVec, e, Matrix.mulVec_zero]) (by
          rw [Matrix.mulVec_mulVec, Matrix.mul_assoc, hGH, Matrix.mul_one, hQ]) (by
          intro j hj
          rw [givens_mulVec hpq] at hj
          by_cases hjp : j = p
          · exfalso
            apply hj
            simp only [hjp, if_true, map_neg]
            linear_combination h0
          · by_cases hjq : j = q
            · rw [hjq]
              omega
            · simp only [hjp, hjq, if_false] at hj
              have h1 := hs j hj
              have h2 : j.val ≠ p.val := fun e => hjp (Fin.ext e)
              omega) (by
          intro j hj i
          have hjp : j ≠ p := by
            rintro rfl
            omega
          have hjq : j ≠ q := by
            rintro rfl
            omega
          rw [Matrix.mul_apply]
          refine Finset.sum_eq_zero fun l _ => ?_
          by_cases hl : l = j
          · rw [hl, hz j hj i, zero_mul]
          · have : givens p q c s l j = 0 := by simp [givens, hl, hjp, hjq]
            rw [this, mul_zero])
      refine ⟨A, L ++ [givens p q c (-s)], by simpa using hL, ?_, ?_, hAz⟩
      · intro X hX
        rcases List.mem_append.mp hX with h | h
        · exact hg X h
        · rw [List.mem_singleton.mp h]
          exact ⟨p, q, c, -s, by omega, by rw [norm_neg]; exact hcs, rfl⟩
      · rw [List.prod_append, List.prod_singleton, ← Matrix.mul_assoc, ← hA,
          Matrix.mul_assoc, hGH, Matrix.mul_one]
    · obtain ⟨A, L, hL, h⟩ := ih Q u hu hQ
        (fun j hj => ⟨(hs j hj).1, by omega⟩) hz
      exact ⟨A, L, by omega, h⟩

/-- If only the first `k + d` columns of a `k`-row matrix can be nonzero, at most `k * d` gates
empty all columns beyond the first `k`. -/
theorem clear_virtual {k n : ℕ} (d : ℕ) (hn : k + d ≤ n) :
    ∀ Q : Matrix (Fin k) (Fin n) ℂ, (∀ j : Fin n, k + d ≤ j.val → ∀ i, Q i j = 0) →
      ∃ (A : Matrix (Fin k) (Fin n) ℂ) (L : List (Matrix (Fin n) (Fin n) ℂ)),
        L.length ≤ k * d ∧ (∀ G ∈ L, IsGate G) ∧ Q = A * L.prod ∧
        ∀ j : Fin n, k ≤ j.val → ∀ i, A i j = 0 := by
  induction d with
  | zero =>
    intro Q hz
    exact ⟨Q, [], by simp, by simp, by simp, fun j hj i => hz j (by omega) i⟩
  | succ d ih =>
    intro Q hz
    obtain ⟨m, hm⟩ : ∃ m : Fin n, m.val = k + d := ⟨⟨k + d, by omega⟩, rfl⟩
    -- `k` equations in the `k + 1` unknowns on orbitals `d, …, d + k`
    obtain ⟨E, hE⟩ : ∃ E : Matrix (Fin n) (Fin (k + 1)) ℂ,
        ∀ j t, E j t = if j.val = d + t.val then 1 else 0 :=
      ⟨fun j t => if j.val = d + t.val then 1 else 0, fun _ _ => rfl⟩
    have hker := LinearMap.ker_ne_bot_of_finrank_lt (f := (Q * E).mulVecLin) (by simp)
    obtain ⟨v, hv, hv0⟩ := Submodule.exists_mem_ne_zero_of_ne_bot hker
    have hv' : (Q * E) *ᵥ v = 0 := LinearMap.mem_ker.mp hv
    obtain ⟨A, L, hL, hg, hA, hAz⟩ := clear_column m k Q (E *ᵥ v) (by
        intro e
        apply hv0
        funext t
        have ht := t.isLt
        have h := congrFun e ⟨d + t.val, by omega⟩
        simpa [Matrix.mulVec, dotProduct, hE, Fin.val_inj] using h) (by
        rw [Matrix.mulVec_mulVec, hv']) (by
        intro j hj
        simp only [Matrix.mulVec, dotProduct] at hj
        obtain ⟨t, _, ht⟩ := Finset.exists_ne_zero_of_sum_ne_zero hj
        have h1 : j.val = d + t.val := by
          by_contra h
          exact ht (by rw [hE, if_neg h, zero_mul])
        have h2 := t.isLt
        omega) (fun j hj i => hz j (by omega) i)
    obtain ⟨B, M, hM, hg', hB, hBz⟩ := ih (by omega) A (fun j hj i => hAz j (by omega) i)
    refine ⟨B, M ++ L, ?_, ?_, ?_, hBz⟩
    · rw [List.length_append, Nat.mul_succ]
      exact Nat.add_le_add hM hL
    · intro X hX
      rcases List.mem_append.mp hX with h | h
      · exact hg' X h
      · exact hg X h
    · rw [List.prod_append, ← Matrix.mul_assoc, ← hB, ← hA]

/-- For a sequence of gates `L`, the overlap matrix of the orbitals `V [I 0] L.prod`
is `V Vᴴ`. -/
theorem overlap_eq {k d : ℕ} (V : Matrix (Fin k) (Fin k) ℂ)
    (L : List (Matrix (Fin (k + d)) (Fin (k + d)) ℂ)) (hL : ∀ G ∈ L, IsGate G) :
    (V * occupied k d * L.prod) * (V * occupied k d * L.prod)ᴴ = V * Vᴴ := by
  have hP : L.prod * L.prodᴴ = 1 :=
    mem_unitaryGroup_iff.mp (list_prod_mem fun G hG => (hL G hG).unitary)
  have hO : occupied k d * (occupied k d)ᴴ = 1 := by
    ext i j
    rcases eq_or_ne i j with rfl | h
    · simp [occupied, Matrix.mul_apply]
    · simp [occupied, Matrix.mul_apply, h, h.symm]
  calc _ = V * (occupied k d * (L.prod * L.prodᴴ) * (occupied k d)ᴴ) * Vᴴ := by
        simp only [conjTranspose_mul, Matrix.mul_assoc]
    _ = V * Vᴴ := by rw [hP, Matrix.mul_one, hO, Matrix.mul_one]

/-- Any `k` orthonormal orbitals in a basis of `k + d` are `V [I 0] L.prod`, with `V` a unitary
mixing of the occupied orbitals and `L` a list of at most `k * d` adjacent Givens rotations. -/
theorem slater_preparation {k d : ℕ} (Q : Matrix (Fin k) (Fin (k + d)) ℂ) (hQ : Q * Qᴴ = 1) :
    ∃ V ∈ unitaryGroup (Fin k) ℂ, ∃ L : List (Matrix (Fin (k + d)) (Fin (k + d)) ℂ),
      L.length ≤ k * d ∧ (∀ G ∈ L, IsGate G) ∧ Q = V * occupied k d * L.prod := by
  obtain ⟨A, L, hL, hg, hA, hz⟩ :=
    clear_virtual d le_rfl Q (fun j hj => absurd j.isLt (by omega))
  -- what remains sits in the first `k` columns
  have hV : A = A.submatrix id (Fin.castAdd d) * occupied k d := by
    ext i j
    induction j using Fin.addCases with
    | left t => simp [occupied, Matrix.mul_apply]
    | right t =>
      have hne : ∀ x : Fin k, Fin.natAdd k t ≠ Fin.castAdd d x := by
        intro x h
        have h1 : k + t.val = x.val := congrArg Fin.val h
        have h2 := x.isLt
        omega
      rw [hz (Fin.natAdd k t) (Nat.le_add_right k t.val) i]
      simp [occupied, Matrix.mul_apply, hne]
  have hQV : Q = A.submatrix id (Fin.castAdd d) * occupied k d * L.prod := by
    rw [← hV]
    exact hA
  refine ⟨A.submatrix id (Fin.castAdd d), ?_, L, hL, hg, hQV⟩
  rw [mem_unitaryGroup_iff, star_eq_conjTranspose, ← overlap_eq _ L hg, ← hQV, hQ]

/-- Conversely, a unitary `V` and any sequence of gates yield orthonormal orbitals. -/
theorem orthonormal_of_preparation {k d : ℕ} {V : Matrix (Fin k) (Fin k) ℂ}
    (hV : V ∈ unitaryGroup (Fin k) ℂ) (L : List (Matrix (Fin (k + d)) (Fin (k + d)) ℂ))
    (hL : ∀ G ∈ L, IsGate G) :
    (V * occupied k d * L.prod) * (V * occupied k d * L.prod)ᴴ = 1 := by
  rw [overlap_eq V L hL]
  exact mem_unitaryGroup_iff.mp hV

/-- For orthonormal orbitals `Q`, at most `k * d` gates applied to `[I 0]` reproduce every
configuration amplitude of the Slater determinant up to one common phase. -/
theorem amplitudes_up_to_phase {k d : ℕ} (Q : Matrix (Fin k) (Fin (k + d)) ℂ)
    (hQ : Q * Qᴴ = 1) :
    ∃ (z : ℂ) (L : List (Matrix (Fin (k + d)) (Fin (k + d)) ℂ)),
      ‖z‖ = 1 ∧ L.length ≤ k * d ∧ (∀ G ∈ L, IsGate G) ∧
      ∀ S, amplitude Q S = z * amplitude (occupied k d * L.prod) S := by
  obtain ⟨V, hV, L, hL, hg, hQV⟩ := slater_preparation Q hQ
  refine ⟨V.det, L, ?_, hL, hg, fun S => ?_⟩
  · have h : V * Vᴴ = 1 := mem_unitaryGroup_iff.mp hV
    have h1 : V.det * conj V.det = 1 := by
      have h2 := congrArg Matrix.det h
      rwa [det_mul, det_conjTranspose, det_one] at h2
    rw [Complex.mul_conj'] at h1
    have h3 : ‖V.det‖ ^ 2 = 1 := by exact_mod_cast h1
    exact (pow_eq_one_iff_of_nonneg (norm_nonneg _) two_ne_zero).mp h3
  · -- the occupied mixing `V` factors out of each minor
    have h : Q.submatrix id S = V * (occupied k d * L.prod).submatrix id S := by
      rw [hQV, Matrix.mul_assoc]
      rfl
    rw [amplitude, h, det_mul, amplitude]

end

end SlaterGivens
```

```lean
#print axioms SlaterGivens.slater_preparation
#print axioms SlaterGivens.orthonormal_of_preparation
#print axioms SlaterGivens.amplitudes_up_to_phase
```

```
'SlaterGivens.slater_preparation' depends on axioms: [propext, Classical.choice, Quot.sound]
'SlaterGivens.orthonormal_of_preparation' depends on axioms: [propext, Classical.choice, Quot.sound]
'SlaterGivens.amplitudes_up_to_phase' depends on axioms: [propext, Classical.choice, Quot.sound]
```

## From the rotation to the phase

`givens_mulVec` computes the action of a rotation on a vector. `givens_mul_neg` uses it to check $R(s)R(-s)=1$ on basis vectors, where `linear_combination` supplies the normalisation. `IsGate.unitary` adds the adjoint, and `exists_angle` is the choice of $c$ and $s$.

`clear_column` is an induction on `r`, where the window holds at most `r + 1` orbitals. `Q` and `u` are quantified inside the induction because both change at each rotation. The base case reads off the empty column; the step rotates `u p` away and appends the inverse rotation to the list. `clear_virtual` is the induction over virtual columns and adds up the gate counts.

`overlap_eq` proves that the overlap matrix is $VV^\dagger$, which serves both the main theorem and its converse. In the last theorem, `det_mul` splits off $\det V$.

## A null vector from a dimension count

Mathlib's `LinearMap.ker_ne_bot_of_finrank_lt` says that a linear map into a space of smaller dimension has a nonzero kernel. In `clear_virtual` the map is `(Q * E).mulVecLin`, from $\mathbb C^{k+1}$ to $\mathbb C^k$, where `E` places $k+1$ components on the chosen window. The inequality $k<k+1$ is left to `simp`, and no rank assumption on `Q` is needed. The resulting vector also simplifies the bookkeeping: the induction follows the support of one vector instead of a staircase of zeros in $k$ rows.
